# With a constant density floor, the LB94 gradient correction of an exponential density decays exponentially, not as $-1/r$

Far from an atom the electron density $n$ becomes tiny, and a program that divides by powers of $n$ runs into trouble. A simple cure is to add a small constant $d>0$ to the density everywhere. The division is then safe and the potential near the nucleus hardly changes, but the LB94 potential loses the feature it was built for: its Coulomb tail $-1/r$ at large distance $r$.

The part of LB94 that makes this tail is a gradient correction,

$$v=-\frac{\beta\,n^{1/3}x^2}{1+3\beta x\,\operatorname{arsinh}x},\qquad x=\frac{|n'|}{n^{4/3}},$$

in atomic units, with $n$ the density of one spin and $n'=dn/dr$. The empirical constant $\beta>0$ sets the strength of the correction. For $n=d+Ae^{-kr}$ with $d,k>0$, the theorems below give $e^{2kr}v\to-\beta(kA)^2/d^{7/3}$, and hence $e^{kr}v\to0$ and $rv\to0$. The tail of $v$ without a floor is worked out by hand at the end; the theorems concern the density with the floor.

## The potential and the floor in Lean

```lean
import Mathlib

open Filter Topology

namespace LB94DensityFloor

noncomputable section
```

Three notations recur. `Tendsto f atTop (𝓝 a)` says that $f(r)\to a$ as $r\to\infty$. `∀ᶠ r in atTop` means "for all sufficiently large $r$". `HasDerivAt n g r` says that $n$ is differentiable at $r$ with slope $g$.

```lean
/-- The reduced gradient `x = |n'| / n^(4/3)` of a radial density, for `n r > 0`. -/
def reducedGradient (n : ℝ → ℝ) (r : ℝ) : ℝ :=
  |deriv n r| / n r ^ (4 / 3 : ℝ)
```

This is $x(r)=|n'(r)|/n(r)^{4/3}$. A density is a function `n : ℝ → ℝ` of the distance, so the setting is spherically symmetric and $|n'|$ is the length of the density gradient. The slope is the actual derivative `deriv n r`, not a separate input. Lean gives `deriv` the value 0 where no derivative exists. The pointwise bound and the general limit theorems therefore assume differentiability explicitly, and for the exponential density it is proved. The algebraic identity `lb94_eq_gradient_sq` needs no such assumption, because it holds for whatever value `deriv` returns.

```lean
/-- The LB94 potential `-β n^(1/3) x² / (1 + 3 β x arsinh x)` of a radial density,
for `n r > 0` and `β ≥ 0`. -/
def lb94 (β : ℝ) (n : ℝ → ℝ) (r : ℝ) : ℝ :=
  -β * (n r ^ (1 / 3 : ℝ) * reducedGradient n r ^ 2) /
    (1 + 3 * β * reducedGradient n r * Real.arsinh (reducedGradient n r))
```

This is the formula for $v$ above. The full LB94 potential also contains a local-density term, which is left out here. In the theorems and their comments, "the LB94 potential" means this gradient correction alone.

```lean
/-- The density `m` with a constant background `d` added everywhere. -/
def withFloor (d : ℝ) (m : ℝ → ℝ) : ℝ → ℝ := fun r => d + m r
```

The floor turns a density $m(r)$ into $d+m(r)$. Since a constant has no slope, the gradient is unchanged. The definition therefore also describes a program that computes the gradient first and adds $d$ to the density afterwards. Replacing $m$ by the larger of $m$ and $d$ is a different operation.

```lean
/-- The exponential density `A exp(-k r)`. -/
def expDensity (A k : ℝ) : ℝ → ℝ := fun r => A * Real.exp (-k * r)
```

The model density is $Ae^{-kr}$. Its decay rate $k$ stands for the exponential fall-off of a bound system's density, which is governed by the ionisation energy.

## The numerator is quadratic in the density gradient

```lean
/-- Where the density is positive, the numerator of the LB94 potential is
`-β n'² / n^(7/3)`, quadratic in the density gradient. -/
theorem lb94_eq_gradient_sq (β : ℝ) {n : ℝ → ℝ} {r : ℝ} (h : 0 < n r) :
    lb94 β n r = -β * (deriv n r ^ 2 / n r ^ (7 / 3 : ℝ)) /
      (1 + 3 * β * reducedGradient n r * Real.arsinh (reducedGradient n r)) := by
  -- the powers of the density combine as 8/3 = 1/3 + 7/3
  have hp : n r ^ (4 / 3 : ℝ) * n r ^ (4 / 3 : ℝ)
      = n r ^ (1 / 3 : ℝ) * n r ^ (7 / 3 : ℝ) := by
    rw [← Real.rpow_add h, ← Real.rpow_add h]
    norm_num
  have hx : n r ^ (1 / 3 : ℝ) * reducedGradient n r ^ 2
      = deriv n r ^ 2 / n r ^ (7 / 3 : ℝ) := by
    rw [reducedGradient, div_pow, sq_abs, pow_two (n r ^ (4 / 3 : ℝ)), hp,
      ← mul_div_assoc, mul_div_mul_left _ _ (Real.rpow_pos_of_pos h _).ne']
  rw [lb94, hx]
```

At a point where $n>0$, the powers of the density combine:

$$n^{1/3}x^2=n^{1/3}\,\frac{n'^2}{n^{8/3}}=\frac{n'^2}{n^{7/3}}.$$

So

$$v=-\frac{\beta\,n'^2/n^{7/3}}{1+3\beta x\operatorname{arsinh}x}.$$

In the proof, `hp` is the exponent rule $\tfrac43+\tfrac43=\tfrac13+\tfrac73$, which for real exponents uses the positive base. Then `hx` squares $x$, removes the absolute value and cancels $n^{1/3}$. The last line inserts the result into the definition of $v$.

This form shows what the floor does. Without it, the small $n^{7/3}$ in the numerator's quotient compensates for the small $n'^2$. With it, $n^{7/3}$ stays above $d^{7/3}$ and nothing compensates.

## A bound at a single point

```lean
/-- At a point where the density is at least `d > 0` and has slope `g`, the LB94 potential
with `β ≥ 0` is at most `β g² / d^(7/3)` in magnitude. -/
theorem abs_lb94_le {β d g r : ℝ} {n : ℝ → ℝ} (hβ : 0 ≤ β) (hd : 0 < d)
    (hn : d ≤ n r) (hg : HasDerivAt n g r) :
    |lb94 β n r| ≤ β * g ^ 2 / d ^ (7 / 3 : ℝ) := by
  have hpos : 0 < n r := hd.trans_le hn
  have hx : 0 ≤ reducedGradient n r :=
    div_nonneg (abs_nonneg _) (Real.rpow_pos_of_pos hpos _).le
  have ha : 0 ≤ Real.arsinh (reducedGradient n r) := Real.arsinh_nonneg_iff.2 hx
  -- the denominator can only reduce the magnitude
  have hD : 1 ≤ 1 + 3 * β * reducedGradient n r * Real.arsinh (reducedGradient n r) :=
    le_add_of_nonneg_right (by positivity)
  have hq : 0 ≤ g ^ 2 / n r ^ (7 / 3 : ℝ) := by positivity
  have hp : d ^ (7 / 3 : ℝ) ≤ n r ^ (7 / 3 : ℝ) :=
    Real.rpow_le_rpow hd.le hn (by norm_num)
  have hdp : 0 < d ^ (7 / 3 : ℝ) := Real.rpow_pos_of_pos hd _
  rw [lb94_eq_gradient_sq β hpos, hg.deriv, abs_div, abs_mul, abs_neg,
    abs_of_nonneg hβ, abs_of_nonneg hq, abs_of_pos (zero_lt_one.trans_le hD)]
  calc β * (g ^ 2 / n r ^ (7 / 3 : ℝ)) / _
      ≤ β * (g ^ 2 / n r ^ (7 / 3 : ℝ)) := div_le_self (mul_nonneg hβ hq) hD
    _ ≤ β * (g ^ 2 / d ^ (7 / 3 : ℝ)) :=
        mul_le_mul_of_nonneg_left (div_le_div_of_nonneg_left (sq_nonneg g) hdp hp) hβ
    _ = β * g ^ 2 / d ^ (7 / 3 : ℝ) := by ring
```

Let $\beta\ge0$, and suppose that at one point $r$ the density is at least $d>0$ and has slope $g$. Then $|v(r)|\le\beta g^2/d^{7/3}$.

By hand: $x\ge0$, so $\operatorname{arsinh}x\ge0$, and the denominator $D=1+3\beta x\operatorname{arsinh}x$ is at least 1. Therefore

$$|v|=\frac{\beta g^2}{n^{7/3}D}\le\frac{\beta g^2}{n^{7/3}}\le\frac{\beta g^2}{d^{7/3}}.$$

The statement `hD` is $D\ge1$, and `hp` is $d^{7/3}\le n^{7/3}$. The `rw` line removes the absolute values, and the `calc` block is the chain of inequalities. No particular shape of the density enters, and no limit is taken.

## The limit for a general decaying density

```lean
/-- Let a density `m` and its slope `m'` vanish at large distance, and let `w m'²` tend to `L`.
With a floor `d > 0` added to `m`, `w` times the LB94 potential tends to `-β L / d^(7/3)`. -/
theorem tendsto_mul_lb94_withFloor {β d L : ℝ} {m m' w : ℝ → ℝ} (hd : 0 < d)
    (hder : ∀ᶠ r in atTop, HasDerivAt m (m' r) r)
    (hm : Tendsto m atTop (𝓝 0)) (hm' : Tendsto m' atTop (𝓝 0))
    (hw : Tendsto (fun r => w r * m' r ^ 2) atTop (𝓝 L)) :
    Tendsto (fun r => w r * lb94 β (withFloor d m) r) atTop
      (𝓝 (-β * L / d ^ (7 / 3 : ℝ))) := by
  have hn : Tendsto (withFloor d m) atTop (𝓝 (d + 0)) := hm.const_add d
  rw [add_zero] at hn
  have hpos : ∀ᶠ r in atTop, 0 < withFloor d m r := hn.eventually_const_lt hd
  have hderiv : ∀ᶠ r in atTop, deriv (withFloor d m) r = m' r :=
    hder.mono fun r h => (h.const_add d).deriv
  have hp (p : ℝ) : Tendsto (fun r => withFloor d m r ^ p) atTop (𝓝 (d ^ p)) :=
    hn.rpow_const (Or.inl hd.ne')
  -- the floor makes the reduced gradient vanish at large distance
  have hx : Tendsto (reducedGradient (withFloor d m)) atTop (𝓝 0) := by
    have h0 : Tendsto (fun r => |m' r| / withFloor d m r ^ (4 / 3 : ℝ)) atTop
        (𝓝 (|(0 : ℝ)| / d ^ (4 / 3 : ℝ))) :=
      hm'.abs.div (hp _) (Real.rpow_pos_of_pos hd _).ne'
    rw [abs_zero, zero_div] at h0
    refine h0.congr' ?_
    filter_upwards [hderiv] with r hr
    rw [reducedGradient, hr]
  -- so the denominator of the potential tends to one
  have hD : Tendsto (fun r => 1 + 3 * β * reducedGradient (withFloor d m) r *
      Real.arsinh (reducedGradient (withFloor d m) r)) atTop
      (𝓝 (1 + 3 * β * 0 * Real.arsinh 0)) :=
    ((hx.const_mul (3 * β)).mul
      ((Real.continuous_arsinh.tendsto 0).comp hx)).const_add 1
  rw [mul_zero, zero_mul, add_zero] at hD
  have h := ((hw.const_mul (-β)).div (hp (7 / 3))
    (Real.rpow_pos_of_pos hd _).ne').div hD one_ne_zero
  rw [div_one] at h
  refine h.congr' ?_
  filter_upwards [hderiv, hpos] with r hr hr0
  rw [lb94_eq_gradient_sq β hr0, hr]
  simp only [Pi.div_apply]
  ring
```

Here $m$ is any function that tends to zero, with a slope $m'$ that also tends to zero. The weight $w(r)$ measures how fast the potential decays: if $w\,m'^2\to L$, then

$$w\,v\to-\frac{\beta L}{d^{7/3}}.$$

The derivation has four steps.

1. The density with its floor, $n=d+m$, tends to $d$. It is therefore positive for large $r$, and its slope is $m'$.
2. The reduced gradient $x=|m'|/n^{4/3}$ tends to $0/d^{4/3}=0$.
3. The denominator $D$ tends to $1+3\beta\cdot0\cdot\operatorname{arsinh}0=1$.
4. By the rewritten form of the potential, with $n'^2/n^{7/3}$ in the numerator,
$$w\,v=-\beta\,\frac{w\,m'^2}{n^{7/3}}\cdot\frac1D\to-\frac{\beta L}{d^{7/3}}.$$

In Lean, `hn`, `hpos` and `hderiv` are step 1, `hx` is step 2 and `hD` is step 3. The statement `h` combines the limits as in step 4. The closing lines with `congr'` and `filter_upwards` use the fact that a limit at infinity depends only on large $r$, where the density is positive and the rewritten form is valid.

```lean
/-- Let a density and its slope `m'` vanish at large distance, with `r m'²` tending to zero.
With a floor `d > 0` added, `r v(r)` tends to zero for the LB94 potential `v`. -/
theorem floor_destroys_coulomb_tail {β d : ℝ} {m m' : ℝ → ℝ} (hd : 0 < d)
    (hder : ∀ᶠ r in atTop, HasDerivAt m (m' r) r)
    (hm : Tendsto m atTop (𝓝 0)) (hm' : Tendsto m' atTop (𝓝 0))
    (hw : Tendsto (fun r => r * m' r ^ 2) atTop (𝓝 0)) :
    Tendsto (fun r => r * lb94 β (withFloor d m) r) atTop (𝓝 0) := by
  have h := tendsto_mul_lb94_withFloor (β := β) (w := fun r => r) hd hder hm hm' hw
  rwa [mul_zero, zero_div] at h
```

A Coulomb tail means that $rv\to-1$. Taking $w=r$ and $L=0$ in the previous theorem gives $rv\to0$ instead, whenever $r\,m'^2\to0$. Every exponentially decaying slope satisfies this condition. The separate hypothesis $m'\to0$ asks for nothing extra here, because $m'^2\le r\,m'^2$ once $r\ge1$.

## The exponential density

```lean
/-- For the density `d + A exp(-k r)` with `d, k > 0`, `exp(2 k r)` times the LB94 potential
tends to `-β (k A)² / d^(7/3)`. -/
theorem exp_two_mul_lb94_tendsto (β A : ℝ) {d k : ℝ} (hd : 0 < d) (hk : 0 < k) :
    Tendsto (fun r => Real.exp (2 * k * r) * lb94 β (withFloor d (expDensity A k)) r)
      atTop (𝓝 (-β * (k * A) ^ 2 / d ^ (7 / 3 : ℝ))) := by
  have hE : Tendsto (fun r : ℝ => Real.exp (-k * r)) atTop (𝓝 0) :=
    Real.tendsto_exp_atBot.comp (tendsto_id.const_mul_atTop_of_neg (neg_lt_zero.2 hk))
  have hlim (c : ℝ) : Tendsto (fun r : ℝ => c * Real.exp (-k * r)) atTop (𝓝 0) := by
    have h := hE.const_mul c
    rwa [mul_zero] at h
  have hder (r : ℝ) : HasDerivAt (expDensity A k) (-(k * A) * Real.exp (-k * r)) r := by
    have h1 : HasDerivAt (fun s : ℝ => -k * s) (-k) r :=
      ((hasDerivAt_id' r).const_mul (-k)).congr_deriv (mul_one _)
    exact (h1.exp.const_mul A).congr_deriv (by ring)
  refine tendsto_mul_lb94_withFloor hd (Eventually.of_forall hder) (hlim A)
    (hlim (-(k * A))) (tendsto_const_nhds.congr fun r => ?_)
  -- the squared slope decays exactly as exp(-2kr)
  have h : Real.exp (2 * k * r) * Real.exp (-k * r) ^ 2 = 1 := by
    rw [pow_two, ← Real.exp_add, ← Real.exp_add, Real.exp_eq_one_iff]
    ring
  linear_combination (-((k * A) ^ 2)) * h
```

For $m=Ae^{-kr}$ the slope is $m'=-kAe^{-kr}$. With the weight $w=e^{2kr}$,

$$w\,m'^2=e^{2kr}(kA)^2e^{-2kr}=(kA)^2,$$

which is constant. The general theorem with $L=(kA)^2$ gives

$$e^{2kr}v\to-\frac{\beta(kA)^2}{d^{7/3}}.$$

For $A\neq0$ and $\beta>0$ the limit is nonzero, so the correction decays exactly as $e^{-2kr}$, at twice the rate of the exponential part of the density.

The proof supplies the hypotheses in turn. `hlim` says that any multiple of $e^{-kr}$ tends to zero, which serves for both $m$ and $m'$, and `hder` is the derivative. The final `h` is $e^{2kr}(e^{-kr})^2=1$, and `linear_combination` multiplies it by $(kA)^2$, with the sign that the equation needs.

```lean
/-- For the density `d + A exp(-k r)` with `d, k > 0`, `exp(k r)` times the LB94 potential
tends to zero. -/
theorem exp_mul_lb94_tendsto_zero (β A : ℝ) {d k : ℝ} (hd : 0 < d) (hk : 0 < k) :
    Tendsto (fun r => Real.exp (k * r) * lb94 β (withFloor d (expDensity A k)) r)
      atTop (𝓝 0) := by
  have hE : Tendsto (fun r : ℝ => Real.exp (-k * r)) atTop (𝓝 0) :=
    Real.tendsto_exp_atBot.comp (tendsto_id.const_mul_atTop_of_neg (neg_lt_zero.2 hk))
  have h := hE.mul (exp_two_mul_lb94_tendsto β A hd hk)
  rw [zero_mul] at h
  refine h.congr fun r => ?_
  rw [← mul_assoc, ← Real.exp_add]
  congr 2
  ring
```

Write $e^{kr}v=e^{-kr}\cdot\left(e^{2kr}v\right)$. The first factor tends to zero and the second to a finite number, so the product tends to zero. The proof multiplies these two limits and then merges the exponentials.

```lean
/-- For the density `d + A exp(-k r)` with `d, k > 0`, `r v(r)` tends to zero for the
LB94 potential `v`. -/
theorem mul_lb94_tendsto_zero (β A : ℝ) {d k : ℝ} (hd : 0 < d) (hk : 0 < k) :
    Tendsto (fun r => r * lb94 β (withFloor d (expDensity A k)) r) atTop (𝓝 0) := by
  have h := (exp_mul_lb94_tendsto_zero β A hd hk).abs.const_mul k⁻¹
  rw [abs_zero, mul_zero] at h
  refine squeeze_zero_norm' ?_ h
  filter_upwards [eventually_ge_atTop (0 : ℝ)] with r hr
  -- the exponential outgrows the distance
  have hle : r ≤ k⁻¹ * Real.exp (k * r) := by
    rw [inv_mul_eq_div, le_div_iff₀ hk]
    linarith [Real.add_one_le_exp (k * r)]
  rw [Real.norm_eq_abs, abs_mul, abs_mul, abs_of_nonneg hr,
    abs_of_pos (Real.exp_pos _), ← mul_assoc]
  exact mul_le_mul_of_nonneg_right hle (abs_nonneg _)

end

end LB94DensityFloor
```

Since $e^{kr}\ge1+kr\ge kr$, we have $r\le e^{kr}/k$. Hence, for $r\ge0$,

$$|r\,v|\le\frac1k\left|e^{kr}v\right|\to0.$$

The inequality for $r$ is `hle`, and `squeeze_zero_norm'` is the squeeze argument.

In electronic-structure calculations the $-1/r$ tail matters for Rydberg and other weakly bound states; for this spherical, single-exponential model, the gradient correction no longer supplies it once a constant has been added to the density.

```lean
#print axioms LB94DensityFloor.abs_lb94_le
-- 'LB94DensityFloor.abs_lb94_le' depends on axioms: [propext, Classical.choice, Quot.sound]
#print axioms LB94DensityFloor.floor_destroys_coulomb_tail
-- 'LB94DensityFloor.floor_destroys_coulomb_tail' depends on axioms: [propext, Classical.choice, Quot.sound]
#print axioms LB94DensityFloor.mul_lb94_tendsto_zero
-- 'LB94DensityFloor.mul_lb94_tendsto_zero' depends on axioms: [propext, Classical.choice, Quot.sound]
```

## Numbers at $r=20$

Take $A=k=1$, $\beta=0.05$ and a floor $d=10^{-3}$, so that $d^{7/3}=10^{-7}$. At $r=20$ the squared slope is $e^{-40}\approx4.25\times10^{-18}$. The pointwise bound gives

$$|v(20)|\le\frac{0.05\times4.25\times10^{-18}}{10^{-7}}\approx2.1\times10^{-12}.$$

Without the floor, $x=e^{20/3}\approx786$ and $\operatorname{arsinh}x\approx7.36$. Since $n^{1/3}x=|n'|/n=1$, the numerator is $-\beta x$, and

$$v(20)\approx-\frac{0.05\times786}{1+0.15\times786\times7.36}\approx-0.045,$$

close to the Coulomb value $-1/20=-0.05$. The floor has removed practically all of the correction at this distance.

A smaller floor only moves the damage outwards. The floor equals the exponential part at $r=\ln(A/d)/k$, which is about 6.9 for these numbers and about 27.6 for $d=10^{-12}$.

## What happens at $d=0$

The condition $d>0$ can't be weakened to $d\ge0$. Take $d=0$, $m=e^{-r}$ and any $\beta>0$. Both $m$ and $m'$ tend to zero, and so does $r\,m'^2=re^{-2r}$. Every other hypothesis of `floor_destroys_coulomb_tail` therefore holds.

Now $x=e^{r/3}$ and $n^{1/3}x=1$, so

$$r\,v=-\frac{\beta r x}{1+3\beta x\operatorname{arsinh}x}=-\frac{r}{\dfrac{1}{\beta x}+3\operatorname{arsinh}x}.$$

For large $r$, $\operatorname{arsinh}x$ approaches $\ln(2x)=r/3+\ln2$, while $1/(\beta x)$ vanishes. The denominator grows as $r+3\ln2$, and $rv\to-1$. This is the Coulomb tail, and its leading term does not depend on $\beta$.
